# Exact conservation of \(L(v-u)\) for a ball bouncing off a uniformly receding wall

A ball bounces elastically between a fixed wall and a wall that recedes at constant speed, losing speed at every collision with the moving wall while the gap between the walls grows. Does the ball always catch the wall again, and if it does, which combination of the gap width \(L\), the speed \(v\) of the ball just before impact and the speed \(u\) of the wall is the same at both collisions?

```lean
import Mathlib

namespace RecedingWallAction

noncomputable section

/-- Velocity of the ball after an elastic bounce off a heavy wall moving at velocity `u`:
the velocity relative to the wall is reversed. -/
def wallBounce (u v : ℝ) : ℝ := u - (v - u)

/-- Position of the ball a time `t` after it hit the moving wall at distance `L` with speed `v`;
the absolute value is the elastic reflection at the fixed wall at `0`. -/
def ballPos (u L v t : ℝ) : ℝ := |L + wallBounce u v * t|

/-- After a collision at width `L` with incoming speed `v`, the ball next meets the moving wall
at width `L'`, arriving with velocity `v'`. -/
def NextCollision (u L v L' v' : ℝ) : Prop :=
  ∃ t, 0 < t ∧ ballPos u L v t = L' ∧ L' = L + u * t ∧
    (∀ s, 0 < s → s < t → ballPos u L v s < L + u * s) ∧
    HasDerivAt (ballPos u L v) v' t

/-- Once reflected by the fixed wall, the ball moves with velocity `v - 2u`. -/
theorem returning_velocity {u L v t : ℝ} (h : L + wallBounce u v * t < 0) :
    HasDerivAt (ballPos u L v) (v - 2 * u) t := by
  have h1 : HasDerivAt (fun s : ℝ => -(L + wallBounce u v * s)) (v - 2 * u) t := by
    have h2 := (((hasDerivAt_id' t).const_mul (wallBounce u v)).const_add L).fun_neg
    exact h2.congr_deriv (by unfold wallBounce; ring)
  have hc : Continuous (fun s : ℝ => L + wallBounce u v * s) := by fun_prop
  have he : ∀ᶠ s in nhds t, L + wallBounce u v * s < 0 :=
    (isOpen_lt hc continuous_const).mem_nhds h
  exact h1.congr_of_eventuallyEq (he.mono fun s hs => abs_of_neg hs)

/-- The collision map: a next collision requires `v > 3u`, lowers the incoming speed by `2u`,
and fixes the new width. -/
theorem nextCollision_iff {u L v L' v' : ℝ} (hu : 0 < u) (hL : 0 < L) (hv : u < v) :
    NextCollision u L v L' v' ↔
      3 * u < v ∧ v' = v - 2 * u ∧ L' * (v - 3 * u) = L * (v - u) := by
  constructor
  · rintro ⟨t, ht, hb, hw, -, hd⟩
    unfold ballPos at hb
    rcases abs_cases (L + wallBounce u v * t) with ⟨h, _⟩ | ⟨h, hneg⟩
    · -- without a reflection at the fixed wall the ball cannot keep up with the moving wall
      have hp := mul_pos (sub_pos.2 hv) ht
      unfold wallBounce at h hb
      nlinarith
    · -- after the reflection, the meeting condition becomes `(v - 3u) t = 2L`
      have hkey : (v - 3 * u) * t = 2 * L := by
        rw [h, hw] at hb
        unfold wallBounce at hb
        linear_combination hb
      refine ⟨?_, hd.unique (returning_velocity hneg), ?_⟩
      · by_contra hc
        nlinarith [mul_nonneg (sub_nonneg.2 (not_lt.1 hc)) ht.le]
      · rw [hw]
        linear_combination u * hkey
  · rintro ⟨h3, rfl, hL'⟩
    have hd : 0 < v - 3 * u := by linarith
    obtain ⟨t, ht, hkey⟩ : ∃ t : ℝ, 0 < t ∧ (v - 3 * u) * t = 2 * L :=
      ⟨2 * L / (v - 3 * u), by positivity, mul_div_cancel₀ _ hd.ne'⟩
    have hw : L' = L + u * t := by
      apply mul_right_cancel₀ hd.ne'
      linear_combination hL' - u * hkey
    have hneg : L + wallBounce u v * t < 0 := by
      unfold wallBounce
      nlinarith [mul_pos hu ht]
    refine ⟨t, ht, ?_, hw, ?_, returning_velocity hneg⟩
    · rw [ballPos, abs_of_neg hneg, hw]
      unfold wallBounce
      linear_combination hkey
    · intro s hs hst
      have h1 := mul_pos hd (sub_pos.2 hst)
      have h2 := mul_pos (sub_pos.2 hv) hs
      unfold ballPos wallBounce
      rw [abs_lt]
      constructor <;> nlinarith

/-- If `v > 3u`, the ball hits the receding wall again, and `L (v - u)` has the same value
at the two collisions. -/
theorem collision_invariant {u L v : ℝ} (hu : 0 < u) (hL : 0 < L) (hv : 3 * u < v) :
    (∃ L' v', NextCollision u L v L' v') ∧
      ∀ L' v', NextCollision u L v L' v' → L' * (v' - u) = L * (v - u) := by
  have huv : u < v := by linarith
  have hd : v - 3 * u ≠ 0 := by linarith
  refine ⟨⟨L * (v - u) / (v - 3 * u), v - 2 * u, ?_⟩, ?_⟩
  · exact (nextCollision_iff hu hL huv).2 ⟨hv, rfl, div_mul_cancel₀ _ hd⟩
  · intro L' v' h
    obtain ⟨-, h2, h3⟩ := (nextCollision_iff hu hL huv).1 h
    rw [h2]
    linear_combination h3

/-- If `u < v ≤ 3u`, the ball stays strictly behind the receding wall at all later times. -/
theorem no_further_collision {u L v t : ℝ} (hL : 0 < L) (hv : u < v)
    (hslow : v ≤ 3 * u) (ht : 0 < t) : ballPos u L v t < L + u * t := by
  have h1 := mul_nonneg (sub_nonneg.2 hslow) ht.le
  have h2 := mul_pos (sub_pos.2 hv) ht
  unfold ballPos wallBounce
  rw [abs_lt]
  constructor <;> nlinarith

/-- Over `n` successive collisions the incoming speed falls by `2nu` and `L (v - u)` is
conserved; the width stays positive and the ball stays faster than the wall. -/
theorem invariant_many {u : ℝ} {L v : ℕ → ℝ} (hu : 0 < u) (hL : 0 < L 0) (hv : u < v 0)
    (n : ℕ) (h : ∀ k < n, NextCollision u (L k) (v k) (L (k + 1)) (v (k + 1))) :
    0 < L n ∧ u < v n ∧ v n = v 0 - 2 * n * u ∧
      L n * (v n - u) = L 0 * (v 0 - u) := by
  induction n with
  | zero => exact ⟨hL, hv, by simp, rfl⟩
  | succ n ih =>
    obtain ⟨a, b, c, d⟩ := ih fun k hk => h k (by omega)
    obtain ⟨h1, h2, h3⟩ := (nextCollision_iff hu a b).1 (h n (by omega))
    have hp := mul_pos a (sub_pos.2 b)
    refine ⟨?_, by linarith, ?_, ?_⟩
    · by_contra hc
      nlinarith [mul_nonneg (sub_nonneg.2 (not_lt.1 hc)) (sub_pos.2 h1).le]
    · rw [h2, c]
      push_cast
      ring
    · rw [h2]
      linear_combination h3 + d

/-- After `n ≥ 1` collisions the product `L v` has grown, by less than the fraction `u / v n`
of its current value. -/
theorem action_drift {u : ℝ} {L v : ℕ → ℝ} (hu : 0 < u) (hL : 0 < L 0) (hv : u < v 0)
    {n : ℕ} (hn : 0 < n)
    (h : ∀ k < n, NextCollision u (L k) (v k) (L (k + 1)) (v (k + 1))) :
    0 < L n * v n - L 0 * v 0 ∧
      L n * v n - L 0 * v 0 < u / v n * (L n * v n) := by
  obtain ⟨_, b, c, d⟩ := invariant_many hu hL hv n h
  have hn' : (0 : ℝ) < n := by exact_mod_cast hn
  have hslow : v n < v 0 := by nlinarith [mul_pos hn' hu]
  have hwide : L 0 < L n := by
    by_contra hc
    nlinarith [mul_nonneg (sub_nonneg.2 (not_lt.1 hc)) (sub_pos.2 b).le,
      mul_pos hL (sub_pos.2 hslow)]
  have hvn : v n ≠ 0 := by linarith
  have e : u / v n * (L n * v n) = u * L n := by
    rw [mul_comm (L n), ← mul_assoc, div_mul_cancel₀ _ hvn]
  rw [e]
  constructor
  · nlinarith [mul_pos hu (sub_pos.2 hwide)]
  · nlinarith [mul_pos hu hL]

/-- Incoming speed at collision `k`, for initial speed `v₀`. -/
def speedAt (u v₀ : ℝ) (k : ℕ) : ℝ := v₀ - 2 * k * u

/-- Width at collision `k`, for initial width `L₀` and initial speed `v₀`. -/
def widthAt (u L₀ v₀ : ℝ) (k : ℕ) : ℝ := L₀ * (v₀ - u) / (v₀ - (2 * k + 1) * u)

/-- If `v₀ > (2n+1)u`, the explicit widths and speeds `widthAt` and `speedAt` describe
`n` successive collisions. -/
theorem collisions_witness {u L₀ v₀ : ℝ} (hu : 0 < u) (hL : 0 < L₀) {n : ℕ}
    (hv : (2 * n + 1) * u < v₀) (k : ℕ) (hk : k < n) :
    NextCollision u (widthAt u L₀ v₀ k) (speedAt u v₀ k)
      (widthAt u L₀ v₀ (k + 1)) (speedAt u v₀ (k + 1)) := by
  have hk1 : (k : ℝ) + 1 ≤ n := by exact_mod_cast hk
  have hku := mul_le_mul_of_nonneg_right hk1 hu.le
  have hk0 : 0 ≤ (k : ℝ) * u := by positivity
  have h1 : 0 < v₀ - (2 * (k : ℝ) + 1) * u := by nlinarith
  have h2 : 0 < v₀ - (2 * ((k : ℝ) + 1) + 1) * u := by nlinarith
  have h0 : 0 < v₀ - u := by nlinarith
  have hw : 0 < widthAt u L₀ v₀ k := div_pos (mul_pos hL h0) h1
  have hs : u < speedAt u v₀ k := by unfold speedAt; nlinarith
  refine (nextCollision_iff hu hw hs).2 ⟨?_, ?_, ?_⟩
  · unfold speedAt
    nlinarith
  · unfold speedAt
    push_cast
    ring
  · have e1 : speedAt u v₀ k - 3 * u = v₀ - (2 * ((k : ℝ) + 1) + 1) * u := by
      unfold speedAt; ring
    have e2 : speedAt u v₀ k - u = v₀ - (2 * (k : ℝ) + 1) * u := by
      unfold speedAt; ring
    rw [e1, e2]
    unfold widthAt
    push_cast
    rw [div_mul_cancel₀ _ h2.ne', div_mul_cancel₀ _ h1.ne']

end

end RecedingWallAction
```

```lean
#print axioms RecedingWallAction.collision_invariant
-- 'RecedingWallAction.collision_invariant' depends on axioms: [propext, Classical.choice, Quot.sound]
#print axioms RecedingWallAction.no_further_collision
-- 'RecedingWallAction.no_further_collision' depends on axioms: [propext, Classical.choice, Quot.sound]
#print axioms RecedingWallAction.invariant_many
-- 'RecedingWallAction.invariant_many' depends on axioms: [propext, Classical.choice, Quot.sound]
#print axioms RecedingWallAction.action_drift
-- 'RecedingWallAction.action_drift' depends on axioms: [propext, Classical.choice, Quot.sound]
```

## The collision law in words

Let \(u>0\) be the speed of the receding wall. At some collision with it, let \(L>0\) be the distance between the walls and \(v\) the speed of the ball just before impact. Primes denote the same quantities at the next collision with the moving wall.

The theorem `collision_invariant` says that if \(v>3u\), then a next collision occurs, and every pair \((L',v')\) that describes a next collision satisfies

\[
L'(v'-u)=L(v-u).
\]

The first half is the existence statement `∃ L' v', NextCollision u L v L' v'`; the second half is the universally quantified equation. The threshold is sharp: by `no_further_collision`, a ball with \(u<v\le 3u\) stays strictly behind the wall at all later times.

The conserved product contains the speed of the ball relative to the wall, \(v-u\). The product \(Lv\), which is proportional to the action of a ball between walls at rest, is not exactly conserved; it stays nearly constant as long as the ball is much faster than the wall.

## How the motion is encoded

All quantities are real numbers. The fixed wall sits at position 0, velocities are positive when they point towards the moving wall, and time \(t\) is counted from the collision at width \(L\).

- `wallBounce u v` is the velocity just after impact. In the frame of the moving wall the ball arrives with velocity \(v-u\) and leaves with \(-(v-u)\), so in the laboratory it leaves with \(u-(v-u)=2u-v\). This rule stands for an elastic collision with a wall so heavy that the impact does not change its velocity.
- `ballPos u L v t` is \(|L+(2u-v)t|\). Without the fixed wall the ball would continue in a straight line, which passes through 0 if \(v>2u\); the absolute value folds any negative part of that line back, which is elastic reflection at a wall at rest.
- `NextCollision u L v L' v'` says that there is a time \(t>0\) at which the ball and the moving wall are both at \(L'=L+ut\), that the ball was strictly behind the wall at all times between 0 and \(t\), and that its position has derivative \(v'\) at \(t\).

The derivative is two-sided, although the real trajectory has a kink at the collision. This causes no trouble, because `ballPos` describes the flight as it would continue if the moving wall were not there. Its derivative at \(t\) is therefore the incoming velocity.

The bounce rule is part of these definitions, but neither the formula for the next incoming speed \(v'\) nor the conservation law is. The model itself is idealised: a point ball in one dimension, non-relativistic, with no force between collisions and a wall velocity that never changes.

## From one bounce to the next

Take \(v>u\), as is needed for the ball to run into the wall from behind. While the ball has not been reflected at 0, its position is \(L+(2u-v)t\). Setting this equal to \(L+ut\) gives \((v-u)t=0\), which is impossible for \(t>0\). A further collision can therefore only come after a reflection at the fixed wall, which the ball reaches if \(v>2u\).

After that reflection its position is \((v-2u)t-L\), and its velocity is \(v-2u\). It meets the moving wall when

\[
(v-2u)t-L=L+ut,
\qquad\text{that is,}\qquad
(v-3u)t=2L.
\]

Since \(2L>0\), a positive solution exists exactly when \(v>3u\), and it is \(t=2L/(v-3u)\). The incoming speed at this collision is \(v'=v-2u\). The new width follows from

\[
L'(v-3u)=(L+ut)(v-3u)=L(v-3u)+2uL=L(v-u).
\]

Because \(v-3u=v'-u\), the left side is \(L'(v'-u)\), and the conservation law is proved.

It remains to check that this is the first meeting. At a time \(s\) with \(0<s<t\), the ball is behind the wall if

\[
-(L+us)<L+(2u-v)s<L+us .
\]

The right inequality says \((v-u)s>0\), and the left one says \((v-3u)s<2L\). Both hold for \(s<t\). If \(u<v\le 3u\), both hold for every \(s>0\), so the ball never catches the wall.

## The same steps in Lean

The lemma `returning_velocity` supplies the velocity on the way back. Where \(L+(2u-v)t\) is negative, it stays negative for all nearby times, so near \(t\) the absolute value agrees with the negative of a linear function, whose slope is \(v-2u\).

The theorem `nextCollision_iff` contains the whole collision map. For \(u>0\), \(L>0\) and \(v>u\), a next collision with data \(L',v'\) takes place if and only if \(v>3u\), \(v'=v-2u\) and \(L'(v-3u)=L(v-u)\).

In the forward direction, `abs_cases` separates the flight before reflection from the flight after it. The first case contradicts \((v-u)t>0\). In the second, `hkey` is the equation \((v-3u)t=2L\); uniqueness of the derivative then gives \(v'\), and adding \(u\) times `hkey` gives the width equation.

In the reverse direction the proof takes \(t=2L/(v-3u)\). At this time \(L+(2u-v)t=-(L+ut)<0\), so the ball has indeed been reflected, and the two inequalities for earlier times are left to `nlinarith`.

With this equivalence available, `collision_invariant` is short. Existence comes from the explicit values \(L'=L(v-u)/(v-3u)\) and \(v'=v-2u\), and the invariant from substituting \(v'\) into the width equation.

## A run of collisions and the drift of \(Lv\)

Now let \(L_k\) and \(v_k\) be the width and incoming speed at collision \(k\), with \(L_0>0\) and \(v_0>u\). If each of the first \(n\) steps is a next collision, `invariant_many` gives

\[
v_n=v_0-2nu,\qquad L_n(v_n-u)=L_0(v_0-u).
\]

The proof is by induction. It also carries along \(L_n>0\) and \(v_n>u\), since these are what `nextCollision_iff` needs at the following step.

Rearranging the conservation law gives the change in the usual product:

\[
L_nv_n-L_0v_0=u(L_n-L_0).
\]

For \(n\ge 1\) the ball has become slower, so the width must have grown and the right side is positive. It is also less than \(uL_n\), which is the fraction \(u/v_n\) of \(L_nv_n\). This is `action_drift`: \(Lv\) increases, but by less than the fraction \(u/v_n\) of its final value, and this fraction is small as long as the ball is much faster than the wall. The general adiabatic theorem treats slowly varying systems of many kinds; the bound here belongs to one solvable example with a uniformly moving wall.

The theorem `collisions_witness` shows that such runs exist. If \(v_0>(2n+1)u\), then the explicit values

\[
v_k=v_0-2ku,\qquad L_k=\frac{L_0(v_0-u)}{v_0-(2k+1)u}
\]

describe \(n\) further collisions after collision 0. The proof checks the three conditions of `nextCollision_iff` at each step; the last denominator, \(v_0-(2n+1)u\), is positive by assumption.

For a single non-interacting particle in a one-dimensional box, the near-constancy of \(Lv\) is the classical side of a familiar quantum statement: when the box widens slowly enough, a particle that starts in an energy eigenstate keeps its quantum number to a good approximation, and its energy falls as \(1/L^2\).

## Five collisions in numbers

Take \(u=1\), \(L_0=1\) and \(v_0=10\) in consistent units. The invariant is \(1\cdot(10-1)=9\), so \(L_k=9/(v_k-1)\).

| \(k\) | \(v_k\) | \(L_k\) | \(L_k(v_k-u)\) | \(L_kv_k\) |
|---|---|---|---|---|
| 0 | 10 | 1 | 9 | 10 |
| 1 | 8 | 9/7 | 9 | 72/7 ≈ 10.29 |
| 2 | 6 | 9/5 | 9 | 10.8 |
| 3 | 4 | 3 | 9 | 12 |
| 4 | 2 | 9 | 9 | 18 |

The first row can be checked directly: the flight lasts \(2L_0/(v_0-3u)=2/7\), during which the wall moves from 1 to \(9/7\). At collision 4 the speed is 2, which is below \(3u=3\), so there is no collision 5. Over the whole run \(Lv\) grows by 8, within the bound \((u/v_4)L_4v_4=9\). By then \(u/v_4=1/2\), and \(Lv\) is no longer nearly constant, while \(L(v-u)\) has not changed at all.

## Incoming and outgoing speeds

The sign in \(v-u\) depends on which speed is recorded. If \(w=v-2u\) is the speed just after the bounce, for a ball that heads back to the fixed wall, then \(v-u=w+u\), and the conserved product reads \(L(w+u)\). Putting the outgoing speed into the formula for the incoming one gives \(L(w-u)\), which is not conserved: in the table it is \(1\cdot(8-1)=7\) at collision 0 and \(\tfrac97(6-1)=\tfrac{45}{7}\) at collision 1. In the Lean file the question is settled by `NextCollision`, where \(v'\) is the slope of the flight that arrives at the wall.
